# The high-frequency tail of a fermionic Matsubara transform and its exact remainder

The imaginary-time Green's function of a single fermionic orbital jumps at $\tau=0$, so its endpoint derivatives need a definition. Here $G$ is a function `ℝ → ℂ` constrained only on the closed interval $[0,\beta]$, and its derivatives are taken within that interval. They are therefore one-sided at the ends: $G(0)$ stands for the physical $G(0^+)$ and $G(\beta)$ for $G(\beta^-)$. Values outside the interval play no role.

The smoothness of $G$ is assumed, not derived from a Hamiltonian. The inverse temperature $\beta$ is real, and the theorems take $\beta>0$ as the hypothesis `hβ`.

```lean
import Mathlib

open Set Filter Topology

namespace MatsubaraTail

noncomputable section

variable {β : ℝ}
```

## Frequencies, transform and tail

For an integer $n$, the fermionic frequency is $w=(2n+1)\pi/\beta$, in units with $\hbar=1$.

```lean
/-- The fermionic Matsubara frequency `(2n+1)π/β`. -/
def freq (β : ℝ) (n : ℤ) : ℝ := (2 * n + 1) * Real.pi / β
```

The expansion is in inverse powers of $iw$, a complex number that the code also calls `iw`.

```lean
/-- The imaginary frequency `iw` at which the Green's function is evaluated. -/
def iw (β : ℝ) (n : ℤ) : ℂ := Complex.I * (freq β n : ℂ)
```

The transform carries a positive sign in the exponent and no prefactor:
$$T_n[G]=\int_0^\beta e^{iw\tau}G(\tau)\,d\tau .$$

```lean
/-- The Matsubara transform: the integral of `exp(iwτ) G(τ)` over `[0,β]`. -/
def transform (β : ℝ) (G : ℝ → ℂ) (n : ℤ) : ℂ :=
  ∫ τ in (0 : ℝ)..β, Complex.exp (iw β n * (τ : ℂ)) * G τ
```

Write $G^{(j)}$ for the $j$-th derivative within $[0,\beta]$.

```lean
/-- The `j`-th imaginary-time derivative on `[0,β]`, one-sided at the endpoints. -/
def tauDeriv (β : ℝ) (j : ℕ) (G : ℝ → ℂ) : ℝ → ℂ :=
  iteratedDerivWithin j G (Icc 0 β)
```

The endpoint data enter only through the sums $S_j=G^{(j)}(0)+G^{(j)}(\beta)$.

```lean
/-- The boundary sum `G^(j)(0) + G^(j)(β)`. -/
def boundarySum (β : ℝ) (G : ℝ → ℂ) (j : ℕ) : ℂ :=
  tauDeriv β j G 0 + tauDeriv β j G β
```

The tail with $m$ terms is
$$P_m=\sum_{j<m}\frac{(-1)^{j+1}S_j}{(iw)^{j+1}} .$$

```lean
/-- The high-frequency tail with `m` terms, in powers of `1/(iw)`. -/
def tail (β : ℝ) (G : ℝ → ℂ) (m : ℕ) (n : ℤ) : ℂ :=
  ∑ j ∈ Finset.range m, (-1) ^ (j + 1) * boundarySum β G j / iw β n ^ (j + 1)
```

Raising $m$ by one adds the term with $j=m$.

```lean
lemma tail_succ (G : ℝ → ℂ) (m : ℕ) (n : ℤ) :
    tail β G (m + 1) n =
      tail β G m n + (-1) ^ (m + 1) * boundarySum β G m / iw β n ^ (m + 1) :=
  Finset.sum_range_succ _ _
```

## The antiperiodic phase

Division by $iw$ is safe because $2n+1$ is odd and hence never zero.

```lean
lemma freq_ne_zero (hβ : 0 < β) (n : ℤ) : freq β n ≠ 0 := by
  have h : (2 * (n : ℝ) + 1) ≠ 0 := by
    exact_mod_cast (by omega : 2 * n + 1 ≠ 0)
  exact div_ne_zero (mul_ne_zero h Real.pi_ne_zero) hβ.ne'
```

Since $i\neq0$, the same holds for $iw$.

```lean
lemma iw_ne_zero (hβ : 0 < β) (n : ℤ) : iw β n ≠ 0 :=
  mul_ne_zero Complex.I_ne_zero (Complex.ofReal_ne_zero.mpr (freq_ne_zero hβ n))
```

Its modulus is $|iw|=|w|$.

```lean
lemma norm_iw (n : ℤ) : ‖iw β n‖ = |freq β n| := by
  simp [iw]
```

The phase at the far end follows from $iw\beta=2\pi i\,n+\pi i$:
$$e^{iw\beta}=e^{2\pi i n}e^{\pi i}=-1 .$$
This sign is why endpoint values are added and not subtracted.

```lean
/-- The fermionic phase is antiperiodic: `exp(iwβ) = -1`. -/
theorem phase_beta (hβ : 0 < β) (n : ℤ) : Complex.exp (iw β n * (β : ℂ)) = -1 := by
  have h : freq β n * β = (2 * n + 1) * Real.pi := div_mul_cancel₀ _ hβ.ne'
  have hc : (freq β n : ℂ) * (β : ℂ) = (2 * (n : ℂ) + 1) * (Real.pi : ℂ) := by
    rw [← Complex.ofReal_mul, h]
    simp
  have e : iw β n * (β : ℂ) = n * (2 * Real.pi * Complex.I) + Real.pi * Complex.I := by
    unfold iw
    linear_combination Complex.I * hc
  rw [e, Complex.exp_add, Complex.exp_int_mul_two_pi_mul_I, Complex.exp_pi_mul_I, one_mul]
```

## One integration by parts

Let $F$ be continuous on $[0,\beta]$, with derivative $F'$ in the interior that extends continuously to the ends. The product rule gives
$$\frac{d}{d\tau}\left(e^{iw\tau}F\right)=iw\,e^{iw\tau}F+e^{iw\tau}F' .$$
Integrating over $[0,\beta]$ and using $e^{iw\beta}=-1$,
$$-F(\beta)-F(0)=iw\,T_n[F]+T_n[F'],$$
and therefore
$$T_n[F]=-\frac{F(0)+F(\beta)}{iw}-\frac{T_n[F']}{iw}.$$
In the proof, `key` is the integrated product rule, and the last line solves it for the transform.

```lean
/-- One integration by parts: the transform of `F` is a boundary term over `iw` minus the
transform of its derivative over `iw`. -/
theorem transform_by_parts (hβ : 0 < β) (n : ℤ) {F F' : ℝ → ℂ}
    (hF : ContinuousOn F (Icc 0 β)) (hF' : ContinuousOn F' (Icc 0 β))
    (hd : ∀ τ ∈ Ioo 0 β, HasDerivAt F (F' τ) τ) :
    transform β F n = -(F 0 + F β) / iw β n - transform β F' n / iw β n := by
  have hE : Continuous (fun τ : ℝ => Complex.exp (iw β n * (τ : ℂ))) := by fun_prop
  have h1 : IntervalIntegrable
      (fun τ : ℝ => iw β n * (Complex.exp (iw β n * (τ : ℂ)) * F τ))
      MeasureTheory.volume 0 β :=
    ContinuousOn.intervalIntegrable_of_Icc hβ.le
      (continuousOn_const.mul (hE.continuousOn.mul hF))
  have h2 : IntervalIntegrable (fun τ : ℝ => Complex.exp (iw β n * (τ : ℂ)) * F' τ)
      MeasureTheory.volume 0 β :=
    ContinuousOn.intervalIntegrable_of_Icc hβ.le (hE.continuousOn.mul hF')
  -- the fundamental theorem of calculus for `exp(iwτ) F(τ)`
  have key : ∫ τ in (0 : ℝ)..β, (iw β n * (Complex.exp (iw β n * (τ : ℂ)) * F τ)
        + Complex.exp (iw β n * (τ : ℂ)) * F' τ)
      = Complex.exp (iw β n * (β : ℂ)) * F β
        - Complex.exp (iw β n * ((0 : ℝ) : ℂ)) * F 0 := by
    refine intervalIntegral.integral_eq_sub_of_hasDerivAt_of_le
      (f := fun τ : ℝ => Complex.exp (iw β n * (τ : ℂ)) * F τ) hβ.le
      (hE.continuousOn.mul hF) (fun τ hτ => ?_) (h1.add h2)
    have hk : HasDerivAt (fun t : ℝ => iw β n * (t : ℂ)) (iw β n) τ := by
      simpa using ((hasDerivAt_id τ).ofReal_comp).const_mul (iw β n)
    exact (hk.cexp.fun_mul (hd τ hτ)).congr_deriv (by ring)
  rw [intervalIntegral.integral_add h1 h2, intervalIntegral.integral_const_mul,
    phase_beta hβ, Complex.ofReal_zero, mul_zero, Complex.exp_zero] at key
  rw [← sub_div, eq_div_iff (iw_ne_zero hβ n)]
  unfold transform
  linear_combination key
```

To apply this to $F=G^{(m)}$, one needs $(G^{(m)})'=G^{(m+1)}$ at interior points. There the interval is a neighbourhood of $\tau$, so the derivative within the interval is the ordinary one.

```lean
lemma hasDerivAt_tauDeriv {m : ℕ} {G : ℝ → ℂ} (hβ : 0 < β)
    (hG : ContDiffOn ℝ ((m + 1 : ℕ)) G (Icc 0 β)) {τ : ℝ} (hτ : τ ∈ Ioo 0 β) :
    HasDerivAt (tauDeriv β m G) (tauDeriv β (m + 1) G τ) τ := by
  have hd : DifferentiableOn ℝ (iteratedDerivWithin m G (Icc 0 β)) (Icc 0 β) :=
    hG.differentiableOn_iteratedDerivWithin (by exact_mod_cast Nat.lt_succ_self m)
      (uniqueDiffOn_Icc hβ)
  have h := (hd τ (Ioo_subset_Icc_self hτ)).hasDerivWithinAt.hasDerivAt
    (Icc_mem_nhds hτ.1 hτ.2)
  unfold tauDeriv
  rw [iteratedDerivWithin_succ]
  exact h
```

## The exact expansion

For $G$ of class $C^m$ on $[0,\beta]$, which Lean writes as `ContDiffOn ℝ m G (Icc 0 β)`, and for every integer $n$,
$$T_n[G]=P_m+\frac{(-1)^m}{(iw)^m}\,T_n[G^{(m)}].$$
The proof is by induction. At $m=0$ the tail is empty and the remainder is the transform itself. For the step, integrating the remainder by parts gives
$$\frac{(-1)^m}{(iw)^m}T_n[G^{(m)}]=\frac{(-1)^{m+1}S_m}{(iw)^{m+1}}+\frac{(-1)^{m+1}}{(iw)^{m+1}}T_n[G^{(m+1)}].$$
The first term is the new tail term, and the second is the new remainder. In Lean, `ih'` is the induction hypothesis, `step` is the integration by parts, and `ring` collects the powers.

```lean
/-- High-frequency expansion: for `G` of class `C^m` on `[0,β]`, the Matsubara transform is
the `m`-term tail plus `(-1)^m/(iw)^m` times the transform of the `m`-th derivative. -/
theorem transform_eq_tail_add (hβ : 0 < β) (m : ℕ) {G : ℝ → ℂ}
    (hG : ContDiffOn ℝ m G (Icc 0 β)) (n : ℤ) :
    transform β G n =
      tail β G m n + (-1) ^ m / iw β n ^ m * transform β (tauDeriv β m G) n := by
  induction m with
  | zero =>
    have h0 : tauDeriv β 0 G = G := by
      funext τ
      simp [tauDeriv]
    simp [tail, h0]
  | succ m ih =>
    have ih' := ih (hG.of_le (by exact_mod_cast Nat.le_succ m))
    -- integrate the remainder by parts once more
    have step := transform_by_parts hβ n (F := tauDeriv β m G) (F' := tauDeriv β (m + 1) G)
      (hG.continuousOn_iteratedDerivWithin (by exact_mod_cast Nat.le_succ m)
        (uniqueDiffOn_Icc hβ))
      (hG.continuousOn_iteratedDerivWithin le_rfl (uniqueDiffOn_Icc hβ))
      (fun τ hτ => hasDerivAt_tauDeriv hβ hG hτ)
    rw [ih', step, tail_succ]
    unfold boundarySum
    ring
```

This is an identity at each frequency, and it makes no claim that the tail converges as $m\to\infty$.

## One order per subtracted term

Because $|e^{iw\tau}|=1$, the transform is bounded independently of frequency:
$$|T_n[F]|\le\int_0^\beta|F(\tau)|\,d\tau .$$

```lean
/-- The Matsubara transform is bounded, at every frequency, by the integral of `‖F‖`. -/
theorem norm_transform_le (hβ : 0 < β) (F : ℝ → ℂ) (n : ℤ) :
    ‖transform β F n‖ ≤ ∫ τ in (0 : ℝ)..β, ‖F τ‖ := by
  have hp : ∀ τ : ℝ, ‖Complex.exp (iw β n * (τ : ℂ)) * F τ‖ = ‖F τ‖ := by
    intro τ
    have e : iw β n * (τ : ℂ) = ((freq β n * τ : ℝ) : ℂ) * Complex.I := by
      unfold iw
      push_cast
      ring
    rw [norm_mul, e, Complex.norm_exp_ofReal_mul_I, one_mul]
  have h := intervalIntegral.norm_integral_le_integral_norm (μ := MeasureTheory.volume)
    (f := fun τ : ℝ => Complex.exp (iw β n * (τ : ℂ)) * F τ) hβ.le
  simp only [hp] at h
  exact h
```

With one more derivative, $G\in C^{m+1}$, the expansion to order $m+1$ gives
$$T_n[G]-P_m=\frac{(-1)^{m+1}}{(iw)^{m+1}}\left(S_m+T_n[G^{(m+1)}]\right),$$
and hence
$$|T_n[G]-P_m|\le\frac{|S_m|+\int_0^\beta|G^{(m+1)}|\,d\tau}{|w|^{m+1}} .$$
The numerator does not depend on $n$, so each further subtracted term improves the bound by one power of $1/|w|$, provided that $G$ has the extra derivative. In dynamical mean-field calculations such a tail can supply the high frequencies of an impurity Green's function; the bound covers one scalar component with exact endpoint derivatives and an exact integral, not sampling noise or a discrete time grid.

```lean
/-- For `G` of class `C^(m+1)`, the error after subtracting `m` tail terms is at most a
frequency-independent constant over `|w|^(m+1)`. -/
theorem norm_transform_sub_tail_le (hβ : 0 < β) (m : ℕ) {G : ℝ → ℂ}
    (hG : ContDiffOn ℝ ((m + 1 : ℕ)) G (Icc 0 β)) (n : ℤ) :
    ‖transform β G n - tail β G m n‖ ≤
      (‖boundarySum β G m‖ + ∫ τ in (0 : ℝ)..β, ‖tauDeriv β (m + 1) G τ‖)
        / |freq β n| ^ (m + 1) := by
  have e : transform β G n - tail β G m n = (-1) ^ (m + 1) *
      (boundarySum β G m + transform β (tauDeriv β (m + 1) G) n) / iw β n ^ (m + 1) := by
    rw [transform_eq_tail_add hβ (m + 1) hG n, tail_succ]
    ring
  rw [e]
  simp only [norm_div, norm_mul, norm_pow, norm_neg, norm_one, one_pow, one_mul, norm_iw]
  exact div_le_div_of_nonneg_right
    ((norm_add_le _ _).trans (add_le_add le_rfl (norm_transform_le hβ _ n))) (by positivity)
```

The limit of high frequency is taken along $n=0,1,2,\dots$, where $w\ge n\pi/\beta$ grows without bound.

```lean
lemma tendsto_freq (hβ : 0 < β) : Tendsto (fun n : ℕ => freq β (n : ℤ)) atTop atTop := by
  have hp : 0 < Real.pi / β := div_pos Real.pi_pos hβ
  refine tendsto_atTop_mono (fun n => ?_)
    (tendsto_natCast_atTop_atTop.atTop_mul_const hp)
  unfold freq
  rw [mul_div_assoc, Int.cast_natCast]
  have hn : (0 : ℝ) ≤ n := Nat.cast_nonneg n
  exact mul_le_mul_of_nonneg_right (by linarith) hp.le
```

For $G\in C^{m+2}$, the leading coefficient of the error can be identified. Multiplying by $(iw)^{m+1}$ and subtracting the expected limit amounts to subtracting one more tail term:
$$(iw)^{m+1}(T_n[G]-P_m)-(-1)^{m+1}S_m=(iw)^{m+1}(T_n[G]-P_{m+1}).$$
By the previous bound at order $m+1$, the right-hand side has modulus at most $C/|w|$ with $C$ independent of $n$, so it tends to zero. Thus
$$(iw)^{m+1}(T_n[G]-P_m)\longrightarrow(-1)^{m+1}S_m .$$
If $S_m\neq0$, the error decays exactly as $|w|^{-(m+1)}$. In the proof, `e` is the displayed identity, `aux` cancels the powers of $|w|$, and `squeeze_zero` concludes.

```lean
/-- For `G` of class `C^(m+2)`, the error after `m` tail terms, multiplied by `(iw)^(m+1)`,
tends to the next tail coefficient as the frequency grows. -/
theorem tendsto_tail_coefficient (hβ : 0 < β) (m : ℕ) {G : ℝ → ℂ}
    (hG : ContDiffOn ℝ ((m + 2 : ℕ)) G (Icc 0 β)) :
    Tendsto (fun n : ℕ => iw β n ^ (m + 1) * (transform β G n - tail β G m n)) atTop
      (𝓝 ((-1) ^ (m + 1) * boundarySum β G m)) := by
  rw [tendsto_iff_norm_sub_tendsto_zero]
  have aux : ∀ x C : ℝ, 0 < x → x ^ (m + 1) * (C / x ^ (m + 1 + 1)) = C / x := by
    intro x C hx
    field_simp
    ring
  refine squeeze_zero (fun n => norm_nonneg _) (fun n => ?_)
    ((tendsto_abs_atTop_atTop.comp (tendsto_freq hβ)).const_div_atTop
      (‖boundarySum β G (m + 1)‖ + ∫ τ in (0 : ℝ)..β, ‖tauDeriv β (m + 1 + 1) G τ‖))
  have hk := pow_ne_zero (m + 1) (iw_ne_zero hβ (n : ℤ))
  have c := mul_div_cancel₀ ((-1) ^ (m + 1) * boundarySum β G m) hk
  -- subtracting the limit amounts to subtracting one more tail term
  have e : iw β n ^ (m + 1) * (transform β G n - tail β G m n)
      - (-1) ^ (m + 1) * boundarySum β G m
      = iw β n ^ (m + 1) * (transform β G n - tail β G (m + 1) n) := by
    rw [tail_succ, ← sub_sub, mul_sub _ (transform β G n - tail β G m n), c]
  rw [e, norm_mul, norm_pow, norm_iw]
  exact (mul_le_mul_of_nonneg_left (norm_transform_sub_tail_le hβ (m + 1) hG n)
    (by positivity)).trans_eq (aux _ _ (abs_pos.mpr (freq_ne_zero hβ n)))
```

## The leading $1/(iw)$ term

With the convention $G(\tau)=-\langle c(\tau)c^\dagger(0)\rangle$ for $0<\tau<\beta$, the endpoint values are $-\langle cc^\dagger\rangle$ and $-\langle c^\dagger c\rangle$. Their sum is $-1$ by the anticommutator $\{c,c^\dagger\}=1$ of a normalised orbital. The theorem takes this sum rule as the hypothesis `hS`. Setting $m=0$ in the preceding limit then gives, for $G\in C^2$,
$$iw\,T_n[G]\longrightarrow 1 .$$

```lean
/-- If `G` is of class `C^2` and `G(0) + G(β) = -1`, then `iw` times its Matsubara transform
tends to one at high frequency. -/
theorem tendsto_iw_mul_transform (hβ : 0 < β) {G : ℝ → ℂ}
    (hG : ContDiffOn ℝ 2 G (Icc 0 β)) (hS : G 0 + G β = -1) :
    Tendsto (fun n : ℕ => iw β n * transform β G n) atTop (𝓝 1) := by
  have h := tendsto_tail_coefficient hβ 0 (G := G) (by simpa using hG)
  have hb : boundarySum β G 0 = -1 := by
    simpa [boundarySum, tauDeriv] using hS
  have ht : ∀ n : ℤ, tail β G 0 n = 0 := fun n => by simp [tail]
  simpa [hb, ht] using h

end

end MatsubaraTail
```

The simplest example is a single non-interacting level at the chemical potential, for which $G(\tau)=-\tfrac12$ throughout the interval. Then $S_0=-1$, and $G'=0$ on the whole interval makes the remainder at $m=1$ vanish, so the one-term tail is already exact: $T_n[G]=1/(iw)$ at every fermionic frequency.

```lean
#print axioms MatsubaraTail.transform_eq_tail_add
-- 'MatsubaraTail.transform_eq_tail_add' depends on axioms: [propext, Classical.choice, Quot.sound]
#print axioms MatsubaraTail.tendsto_iw_mul_transform
-- 'MatsubaraTail.tendsto_iw_mul_transform' depends on axioms: [propext, Classical.choice, Quot.sound]
```
